# With correlation exp(−a/N) between successive frames, N times the loss per frame tends to a

If the correlation between successive frames is exp(−a/N), the loss from one frame to the next is 1 − exp(−a/N). The lemma states that for fixed real a > 0 this loss, multiplied by the natural number N, tends to a as N goes to infinity. The exponential form is assumed, not derived from any dynamics. The proof squeezes the product between a/(1 + a/N) and a, and so must first show that the lower bound also tends to a, which it does by taking a quotient of limits.

In Lean, a first try:

```lean
import Mathlib

open MeasureTheory ProbabilityTheory Filter Finset Topology

noncomputable section

namespace TendstoScaledDecay

/-- For `a > 0`, the loss of correlation between successive frames, `1 - exp(-a/N)`,
multiplied by `N`, tends to `a`. -/
theorem tendsto_scaled_decay {a : ℝ} (ha : 0 < a) :
    Tendsto (fun N : ℕ => (N : ℝ) * (1 - Real.exp (-(a / N)))) atTop (𝓝 a) := by
  have h0 : Tendsto (fun N : ℕ => a / (N : ℝ)) atTop (𝓝 0) :=
    tendsto_const_div_atTop_nhds_zero_nat a
  have hlow : Tendsto (fun N : ℕ => a / (1 + a / (N : ℝ))) atTop (𝓝 a) := by
    have h1 : Tendsto (fun N : ℕ => 1 + a / (N : ℝ)) atTop (𝓝 (1 + 0)) :=
      tendsto_const_nhds.add h0
    have h2 := (tendsto_const_nhds (x := a)).div h1 (by norm_num)
    simpa using h2
  -- squeeze with `x/(1+x) ≤ 1 - exp(-x) ≤ x`
  refine tendsto_of_tendsto_of_tendsto_of_le_of_le' hlow tendsto_const_nhds ?_ ?_
  · filter_upwards [eventually_gt_atTop 0] with N hN
    have hN' : (0 : ℝ) < N := by exact_mod_cast hN
    have hx : 0 < a / (N : ℝ) := by positivity
    have hax : (N : ℝ) * (a / N) = a := by field_simp
    have he : Real.exp (-(a / N)) * (1 + a / N) ≤ 1 := by
      calc Real.exp (-(a / N)) * (1 + a / N)
          ≤ Real.exp (-(a / N)) * Real.exp (a / N) := by
            gcongr
            linarith [Real.add_one_le_exp (a / (N : ℝ))]
        _ = 1 := by rw [← Real.exp_add]; simp
    rw [div_le_iff₀ (by linarith)]
    nlinarith [mul_le_mul_of_nonneg_left he hN'.le]
  · filter_upwards [eventually_gt_atTop 0] with N hN
    have hN' : (0 : ℝ) < N := by exact_mod_cast hN
    have hax : (N : ℝ) * (a / N) = a := by field_simp
    have he := Real.add_one_le_exp (-(a / (N : ℝ)))
    nlinarith

end TendstoScaledDecay
```

Messages:

```
Main.lean:19:4: error: Type mismatch: After simplification, term
  h2
 has type
  @Tendsto ℕ ℝ ((fun x => a) / fun N => 1 + a / ↑N) atTop (𝓝 a)
but is expected to have type
  @Tendsto ℕ ℝ (fun N => a / (1 + a / ↑N)) atTop (𝓝 a)
```

The error is in the proof of `hlow`, the limit of the lower bound. The term `h2`, built with `.div`, speaks of a quotient of two functions, `(fun x => a) / fun N => 1 + a / ↑N`, while the goal has the single function `fun N => a / (1 + a / ↑N)`. The two are equal by definition, since functions are divided pointwise. But `simpa` simplified only the limit, to `a`, left the quotient of functions as it was, and did not unfold that division when it compared `h2` with the goal.

The repair does the two jobs separately. The rewrites with `add_zero` and `div_one` turn the limit `a / (1 + 0)` in `h2` into `a`. Then `exact h2` closes the goal, because its check does unfold the division of functions and finds the two forms the same.

Fix (accepted with no message):

```diff
@@ -17,5 +17,6 @@
       tendsto_const_nhds.add h0
     have h2 := (tendsto_const_nhds (x := a)).div h1 (by norm_num)
-    simpa using h2
+    rw [add_zero, div_one] at h2
+    exact h2
   -- squeeze with `x/(1+x) ≤ 1 - exp(-x) ≤ x`
   refine tendsto_of_tendsto_of_tendsto_of_le_of_le' hlow tendsto_const_nhds ?_ ?_
```
